# Magnetic reflections from alternating (111) spin sheets in MnO: indices all 1 or all 3 mod 4 on the doubled cell, and an in-plane average of 17/33 at (1,1,−3)

If I index the magnetic peaks of MnO by the rule "all indices odd", I expect intensity at (1,1,3), where a crystal whose spin sheets all alternate along [111] gives none. If I then use a single in-plane spin direction where three are equally populated, the orientation factor at (1,1,−3) can come out as 1/33 instead of 17/33.

I believe the correct statements are these. On the magnetic cell, doubled along each cubic axis, and with each spin counted as +1 or −1, the structure factor for this stacking is 32 when h, k, l are all 1 or all 3 modulo 4, and 0 otherwise. Averaged over three unit spins 120 degrees apart in the (111) plane, the orientation factor at (1,1,−3) is 17/33. Can both be derived rigorously and checked by machine?

## From row sums to the magnetic selection rule

Yes. Measure positions in units of half the chemical cell edge. The manganese sites of the doubled cell are the integer points (x,y,z) with 0 ≤ x, y, z ≤ 3 and x+y+z even, 32 in all. With h, k, l referred to the doubled cell, a site has phase i^(hx+ky+lz). Its spin sign is (−1)^((x+y+z)/2), which is constant on each (111) sheet and alternates from sheet to sheet.

Start with a row of four consecutive integer points, whether or not they carry manganese, and put w = iⁿ:

R(n) = 1 + w + w² + w³

If 4 divides n, then w = 1 and R(n) = 4. Otherwise w ≠ 1 and R(n) = (w⁴ − 1)/(w − 1) = 0, because w⁴ = 1.

The factor (1 + (−1)^(x+y+z))/2 selects the manganese sites among the integer points. Since −1 = i², its second term raises every index by 2, so the sum F of the phases over the fcc sites is

F(h,k,l) = [R(h)R(k)R(l) + R(h+2)R(k+2)R(l+2)]/2

The first product is 64 when all indices are 0 mod 4, the second when all are 2 mod 4, and they are never both nonzero. So F is 32 in those two cases and 0 otherwise.

On an even site the spin sign is itself a plane wave:

(−1)^((x+y+z)/2) = i^(x+y+z)

Let M be the sum of the phases over the fcc sites, each multiplied by its spin sign. It is therefore the fcc sum with shifted indices:

M(h,k,l) = F(h+1,k+1,l+1)

It equals 32 when h, k, l are all 3 or all 1 mod 4, and 0 otherwise.

The sign of an index matters here. Since −3 ≡ 1 mod 4, (1,1,−3) is allowed, while (1,1,3) has mixed residues and is absent for this stacking direction.

## Averaging over three spin directions

Neutrons see only the part of a moment perpendicular to the scattering vector q. For a unit spin m this gives the factor 1 − (q·m)²/(q·q).

Let m₀, m₁, m₂ be unit spins with mutual products −1/2, all perpendicular to a nonzero vector n. Their sum vanishes, because

|m₀+m₁+m₂|² = 3 + 6·(−1/2) = 0

Write aᵢ = q·mᵢ, so that a₁+a₂ = −a₀. The vectors m₀, m₁−m₂ and n are mutually orthogonal, with squared lengths 1, 3 and n·n. Expanding q in them gives

q·q = a₀² + (a₁−a₂)²/3 + (q·n)²/(n·n)

Also a₁² + a₂² = [(a₁+a₂)² + (a₁−a₂)²]/2 = [a₀² + (a₁−a₂)²]/2, hence

a₀² + a₁² + a₂² = (3/2)[a₀² + (a₁−a₂)²/3] = (3/2)[q·q − (q·n)²/(n·n)]

Dividing by 3(q·q) and subtracting from 1 gives, for q ≠ 0, the average

[1 + (q·n)²/((q·q)(n·n))]/2

For q = (1,1,−3) and n = (1,1,1) we have q·q = 11, n·n = 3 and q·n = −1, so the average is (1 + 1/33)/2 = 17/33.

The same number follows from explicit spins. For (−2,1,1)/√6, (1,−2,1)/√6 and (1,1,−2)/√6 the products with q are −4/√6, −4/√6 and 8/√6. The three orientation factors are 25/33, 25/33 and 1/33, and their mean is 17/33.

## The checked Lean file

```lean
import Mathlib

open scoped Matrix

namespace MnOMagneticDiffraction

noncomputable section

/-- The sum of the phases `i^(n x)` over the four integer points `x = 0, 1, 2, 3` of a row. -/
def rowSum (n : ℤ) : ℂ := ∑ x ∈ Finset.range 4, Complex.I ^ (n * (x : ℤ))

/-- The sum of the phases `i^(hx+ky+lz)` over the fcc sites (`x+y+z` even) of the doubled cell. -/
def fccSum (h k l : ℤ) : ℂ :=
  ∑ x ∈ Finset.range 4, ∑ y ∈ Finset.range 4, ∑ z ∈ Finset.range 4,
    if (x + y + z) % 2 = 0 then Complex.I ^ (h * (x : ℤ) + k * (y : ℤ) + l * (z : ℤ)) else 0

/-- The magnetic structure factor: each fcc site of the doubled cell contributes its phase
times its spin sign `(-1)^((x+y+z)/2)`. -/
def magneticSum (h k l : ℤ) : ℂ :=
  ∑ x ∈ Finset.range 4, ∑ y ∈ Finset.range 4, ∑ z ∈ Finset.range 4,
    if (x + y + z) % 2 = 0 then
      (-1) ^ ((x + y + z) / 2) * Complex.I ^ (h * (x : ℤ) + k * (y : ℤ) + l * (z : ℤ))
    else 0

/-- The orientation factor `1 - (q̂·m)²` of a unit spin `m` at scattering vector `q`. -/
def orientationFactor (q m : Fin 3 → ℝ) : ℝ := 1 - (q ⬝ᵥ m) ^ 2 / (q ⬝ᵥ q)

/-- Three unit spins at mutual angles of 120 degrees in the plane perpendicular to `n`. -/
structure SpinTriad (n : Fin 3 → ℝ) (m : Fin 3 → Fin 3 → ℝ) : Prop where
  unit : ∀ i, m i ⬝ᵥ m i = 1
  angle : ∀ i j, i ≠ j → m i ⬝ᵥ m j = -1 / 2
  inPlane : ∀ i, m i ⬝ᵥ n = 0

/-- The spins `(-2,1,1)/√6`, `(1,-2,1)/√6` and `(1,1,-2)/√6`. -/
def cubicTriad (i k : Fin 3) : ℝ := ((if i = k then -2 else 1 : ℤ) : ℝ) / Real.sqrt 6

/-- The square of `i`, written as an integer power, is `-1`. -/
lemma I_zpow_two : Complex.I ^ (2 : ℤ) = -1 := by
  rw [show (2 : ℤ) = ((2 : ℕ) : ℤ) from rfl, zpow_natCast, Complex.I_sq]

/-- The row sum written out as four powers of the phase `i^n`. -/
lemma rowSum_expand (n : ℤ) :
    rowSum n = 1 + Complex.I ^ n + (Complex.I ^ n) ^ 2 + (Complex.I ^ n) ^ 3 := by
  simp only [rowSum, zpow_mul, zpow_natCast, Finset.sum_range_succ, Finset.sum_range_zero]
  generalize Complex.I ^ n = w
  ring

/-- The row sum is 4 if `n` is a multiple of 4, and 0 otherwise. -/
theorem rowSum_eq (n : ℤ) : rowSum n = if n % 4 = 0 then 4 else 0 := by
  have h4 : Complex.I ^ (4 : ℤ) = 1 := by
    rw [show (4 : ℤ) = ((4 : ℕ) : ℤ) from rfl, zpow_natCast, Complex.I_pow_four]
  have h3 : Complex.I ^ (3 : ℤ) = -Complex.I := by
    rw [show (3 : ℤ) = ((3 : ℕ) : ℤ) from rfl, zpow_natCast]
    linear_combination Complex.I * Complex.I_sq
  -- the phase depends only on the index modulo 4
  have e : n = 4 * (n / 4) + n % 4 := by omega
  have hw : Complex.I ^ n = Complex.I ^ (n % 4) := by
    calc Complex.I ^ n = Complex.I ^ (4 * (n / 4) + n % 4) := by rw [← e]
      _ = Complex.I ^ (n % 4) := by
        rw [zpow_add₀ Complex.I_ne_zero, zpow_mul, h4, one_zpow, one_mul]
  have r : n % 4 = 0 ∨ n % 4 = 1 ∨ n % 4 = 2 ∨ n % 4 = 3 := by omega
  rw [rowSum_expand, hw]
  rcases r with r | r | r | r
  · rw [r, if_pos rfl, zpow_zero]
    norm_num
  · rw [r, if_neg (show ¬ (1 : ℤ) = 0 by norm_num), zpow_one]
    linear_combination (1 + Complex.I) * Complex.I_sq
  · rw [r, if_neg (show ¬ (2 : ℤ) = 0 by norm_num), I_zpow_two]
    norm_num
  · rw [r, if_neg (show ¬ (3 : ℤ) = 0 by norm_num), h3]
    linear_combination (1 - Complex.I) * Complex.I_sq

/-- The fcc sum is 32 if the indices are all 0 or all 2 modulo 4, and 0 otherwise. -/
theorem fccSum_eq (h k l : ℤ) :
    fccSum h k l = if (h % 4 = 0 ∧ k % 4 = 0 ∧ l % 4 = 0) ∨
      (h % 4 = 2 ∧ k % 4 = 2 ∧ l % 4 = 2) then 32 else 0 := by
  -- projecting on even sites gives half the sum of two products of row sums
  have factor : fccSum h k l = (rowSum h * rowSum k * rowSum l
      + rowSum (h + 2) * rowSum (k + 2) * rowSum (l + 2)) / 2 := by
    have t : ∀ x y z : ℕ, Complex.I ^ (h * (x : ℤ) + k * (y : ℤ) + l * (z : ℤ))
        = (Complex.I ^ h) ^ x * (Complex.I ^ k) ^ y * (Complex.I ^ l) ^ z := by
      intro x y z
      rw [zpow_add₀ Complex.I_ne_zero, zpow_add₀ Complex.I_ne_zero]
      simp only [zpow_mul, zpow_natCast]
    have s : ∀ n : ℤ, Complex.I ^ (n + 2) = -Complex.I ^ n := by
      intro n
      rw [zpow_add₀ Complex.I_ne_zero, I_zpow_two, mul_neg_one]
    simp only [fccSum, t, rowSum_expand, s]
    generalize Complex.I ^ h = u
    generalize Complex.I ^ k = v
    generalize Complex.I ^ l = w
    simp [Finset.sum_range_succ]
    ring
  rw [factor]
  simp only [rowSum_eq]
  split_ifs <;> first | (exfalso; omega) | norm_num

/-- The magnetic structure factor is the fcc sum with every index raised by one. -/
theorem magneticSum_eq_shift (h k l : ℤ) :
    magneticSum h k l = fccSum (h + 1) (k + 1) (l + 1) := by
  unfold magneticSum fccSum
  refine Finset.sum_congr rfl fun x _ => Finset.sum_congr rfl fun y _ =>
    Finset.sum_congr rfl fun z _ => ?_
  split_ifs with hp
  · have hm : x + y + z = 2 * ((x + y + z) / 2) := by omega
    -- on fcc sites the spin sign is itself a plane wave
    have e2 : Complex.I ^ (x + y + z) = (-1) ^ ((x + y + z) / 2) := by
      calc Complex.I ^ (x + y + z) = Complex.I ^ (2 * ((x + y + z) / 2)) := by rw [← hm]
        _ = (-1) ^ ((x + y + z) / 2) := by rw [pow_mul, Complex.I_sq]
    have e1 : (h + 1) * (x : ℤ) + (k + 1) * (y : ℤ) + (l + 1) * (z : ℤ)
        = ((x + y + z : ℕ) : ℤ) + (h * (x : ℤ) + k * (y : ℤ) + l * (z : ℤ)) := by
      push_cast
      ring
    rw [e1, zpow_add₀ Complex.I_ne_zero ((x + y + z : ℕ) : ℤ), zpow_natCast, e2]
  · rfl

/-- The magnetic structure factor is 32 if `h, k, l` are all 1 or all 3 modulo 4,
and 0 otherwise. -/
theorem magneticSum_eq (h k l : ℤ) :
    magneticSum h k l = if (h % 4 = 1 ∧ k % 4 = 1 ∧ l % 4 = 1) ∨
      (h % 4 = 3 ∧ k % 4 = 3 ∧ l % 4 = 3) then 32 else 0 := by
  rw [magneticSum_eq_shift, fccSum_eq]
  split_ifs <;> first | rfl | (exfalso; omega)

/-- The orientation factor averaged over three spins 120 degrees apart in the plane
perpendicular to `n` is `(1 + cos² θ)/2`, with `θ` the angle between `q` and `n`. -/
theorem triad_average {n q : Fin 3 → ℝ} {m : Fin 3 → Fin 3 → ℝ} (hm : SpinTriad n m)
    (hn : n ≠ 0) (hq : q ≠ 0) :
    (∑ i, orientationFactor q (m i)) / 3
      = (1 + (q ⬝ᵥ n) ^ 2 / ((q ⬝ᵥ q) * (n ⬝ᵥ n))) / 2 := by
  have hN : n ⬝ᵥ n ≠ 0 := fun h => hn (dotProduct_self_eq_zero.mp h)
  have hQ : q ⬝ᵥ q ≠ 0 := fun h => hq (dotProduct_self_eq_zero.mp h)
  -- the three spins add to zero
  have hs : (m 0 + m 1 + m 2) ⬝ᵥ (m 0 + m 1 + m 2) = 0 := by
    simp only [add_dotProduct, dotProduct_add, hm.unit, hm.angle 0 1 (by decide),
      hm.angle 0 2 (by decide), hm.angle 1 0 (by decide), hm.angle 1 2 (by decide),
      hm.angle 2 0 (by decide), hm.angle 2 1 (by decide)]
    norm_num
  have hz : q ⬝ᵥ m 0 + q ⬝ᵥ m 1 + q ⬝ᵥ m 2 = 0 := by
    rw [← dotProduct_add, ← dotProduct_add, dotProduct_self_eq_zero.mp hs, dotProduct_zero]
  obtain ⟨c, hc⟩ : ∃ c : ℝ, c = 1 / (2 * (n ⬝ᵥ n)) := ⟨_, rfl⟩
  have hcN : c * (n ⬝ᵥ n) = 1 / 2 := by
    rw [hc, one_div, mul_inv, mul_assoc, inv_mul_cancel₀ hN]
    norm_num
  -- spins shifted along the normal form two mutually inverse matrices
  let A : Matrix (Fin 3) (Fin 3) ℝ := Matrix.of fun i k => m i k + n k
  let C : Matrix (Fin 3) (Fin 3) ℝ := Matrix.of fun k j => 2 / 3 * (m j k + c * n k)
  have hAC : A * C = 1 := by
    ext i j
    have e : (A * C) i j
        = 2 / 3 * (m i ⬝ᵥ m j + c * (m i ⬝ᵥ n) + m j ⬝ᵥ n + c * (n ⬝ᵥ n)) := by
      rw [Matrix.mul_apply]
      change ∑ k, (m i k + n k) * (2 / 3 * (m j k + c * n k)) = _
      simp only [dotProduct, Fin.sum_univ_three]
      ring
    rw [e, hm.inPlane i, hcN]
    by_cases hij : i = j
    · subst hij
      rw [hm.inPlane i, hm.unit, Matrix.one_apply_eq]
      norm_num
    · rw [hm.inPlane j, hm.angle i j hij, Matrix.one_apply_ne hij]
      norm_num
  have h : q ⬝ᵥ ((C * A) *ᵥ q) = q ⬝ᵥ q := by
    rw [mul_eq_one_comm.mp hAC, Matrix.one_mulVec]
  rw [← Matrix.mulVec_mulVec, Matrix.dotProduct_mulVec] at h
  have e1 : ∀ i, (q ᵥ* C) i = 2 / 3 * (q ⬝ᵥ m i + c * (q ⬝ᵥ n)) := by
    intro i
    change ∑ k, q k * (2 / 3 * (m i k + c * n k)) = _
    simp only [dotProduct, Fin.sum_univ_three]
    ring
  have e2 : ∀ i, (A *ᵥ q) i = q ⬝ᵥ m i + q ⬝ᵥ n := by
    intro i
    change ∑ k, (m i k + n k) * q k = _
    simp only [dotProduct, Fin.sum_univ_three]
    ring
  have p : ∑ i, (q ᵥ* C) i * (A *ᵥ q) i = q ⬝ᵥ q := h
  simp only [e1, e2, Fin.sum_univ_three] at p
  have hQQ : (q ⬝ᵥ q) / (q ⬝ᵥ q) = 1 := div_self hQ
  simp only [orientationFactor, Fin.sum_univ_three]
  linear_combination (-1 / 2) * hQQ - (1 / (2 * (q ⬝ᵥ q))) * p
    + (1 + c) * (q ⬝ᵥ n) / (3 * (q ⬝ᵥ q)) * hz + (q ⬝ᵥ n) ^ 2 / (q ⬝ᵥ q) * hc

/-- The reflection `(1,1,-3)` has magnetic structure factor 32, and its orientation factor
averaged over three spins 120 degrees apart in the (111) plane is `17/33`. -/
theorem reflection_11m3 {m : Fin 3 → Fin 3 → ℝ} (hm : SpinTriad ![1, 1, 1] m) :
    magneticSum 1 1 (-3) = 32 ∧
      (∑ i, orientationFactor ![1, 1, -3] (m i)) / 3 = 17 / 33 := by
  constructor
  · rw [magneticSum_eq]
    norm_num
  · have hn : (![1, 1, 1] : Fin 3 → ℝ) ≠ 0 := fun h => one_ne_zero (congrFun h 0)
    have hq : (![1, 1, -3] : Fin 3 → ℝ) ≠ 0 := fun h => one_ne_zero (congrFun h 0)
    have d1 : (![1, 1, -3] : Fin 3 → ℝ) ⬝ᵥ ![1, 1, 1] = -1 := by
      rw [dotProduct, Fin.sum_univ_three]
      change (1 : ℝ) * 1 + 1 * 1 + (-3) * 1 = -1
      norm_num
    have d2 : (![1, 1, -3] : Fin 3 → ℝ) ⬝ᵥ ![1, 1, -3] = 11 := by
      rw [dotProduct, Fin.sum_univ_three]
      change (1 : ℝ) * 1 + 1 * 1 + (-3) * (-3) = 11
      norm_num
    have d3 : (![1, 1, 1] : Fin 3 → ℝ) ⬝ᵥ ![1, 1, 1] = 3 := by
      rw [dotProduct, Fin.sum_univ_three]
      change (1 : ℝ) * 1 + 1 * 1 + 1 * 1 = 3
      norm_num
    rw [triad_average hm hn hq, d1, d2, d3]
    norm_num

/-- The spins `(-2,1,1)/√6`, `(1,-2,1)/√6`, `(1,1,-2)/√6` are unit spins 120 degrees apart
in the (111) plane. -/
theorem spinTriad_witness : SpinTriad ![1, 1, 1] cubicTriad := by
  -- the integer numerators are summed by evaluation
  have u : ∀ i : Fin 3, ∑ k : Fin 3,
      (if i = k then -2 else 1 : ℤ) * (if i = k then -2 else 1 : ℤ) = 6 := by decide
  have a : ∀ i j : Fin 3, i ≠ j → ∑ k : Fin 3,
      (if i = k then -2 else 1 : ℤ) * (if j = k then -2 else 1 : ℤ) = -3 := by decide
  have s : ∀ i : Fin 3, ∑ k : Fin 3, (if i = k then -2 else 1 : ℤ) = 0 := by decide
  have key : ∀ i j, cubicTriad i ⬝ᵥ cubicTriad j = ((∑ k : Fin 3,
      (if i = k then -2 else 1 : ℤ) * (if j = k then -2 else 1 : ℤ) : ℤ) : ℝ) / 6 := by
    intro i j
    rw [dotProduct, Int.cast_sum, Finset.sum_div]
    refine Finset.sum_congr rfl fun k _ => ?_
    unfold cubicTriad
    rw [Int.cast_mul, div_mul_div_comm, Real.mul_self_sqrt (by norm_num)]
  have o : ∀ k : Fin 3, (![1, 1, 1] : Fin 3 → ℝ) k = 1 := by
    intro k
    fin_cases k <;> rfl
  have plane : ∀ i, cubicTriad i ⬝ᵥ ![1, 1, 1]
      = ((∑ k : Fin 3, (if i = k then -2 else 1 : ℤ) : ℤ) : ℝ) / Real.sqrt 6 := by
    intro i
    rw [dotProduct, Int.cast_sum, Finset.sum_div]
    refine Finset.sum_congr rfl fun k _ => ?_
    rw [o, mul_one]
    rfl
  refine ⟨fun i => ?_, fun i j hij => ?_, fun i => ?_⟩
  · rw [key, u]
    norm_num
  · rw [key, a i j hij]
    norm_num
  · rw [plane, s, Int.cast_zero, zero_div]

end

end MnOMagneticDiffraction
```

```lean
#print axioms MnOMagneticDiffraction.reflection_11m3
```

```
'MnOMagneticDiffraction.reflection_11m3' depends on axioms: [propext, Classical.choice, Quot.sound]
```

## What the definitions and theorems say

`magneticSum h k l` is the complex sum M above, for arbitrary integers h, k, l. The coordinates run over `Finset.range 4`, and the `if` keeps the even sites. Lean's integer remainder `% 4` lies between 0 and 3, so `-3 % 4` is 1, as the selection rule needs. `magneticSum_eq` states that rule for every integer reflection.

Vectors are functions `Fin 3 → ℝ` in Cartesian components along the cubic axes, and `⬝ᵥ` is the dot product. `SpinTriad n m` says that the spins `m 0`, `m 1`, `m 2` have unit length, mutual products −1/2 and no component along `n`. They stand for the spin axes of three equally populated domains, each collinear, and not for a non-collinear arrangement within one cell. That is why orientation factors, which enter the intensity, are averaged, and not amplitudes.

`triad_average` gives the average for any nonzero `n` and `q`. `reflection_11m3` combines the value 32 with the average 17/33 for every triad in the (111) plane, and `spinTriad_witness` shows that the explicit spins above form such a triad.

The spin order and the equal populations are assumed, not derived from an energy. The cell is exactly cubic, with one stacking direction. The magnetic form factor, the size of the moment and thermal factors are left out. Within this model of equal, localised moments, the rule tells at which reflections an order of alternating (111) sheets, for example one found in an electronic-structure calculation, has a nonzero structure factor.

## How the proof follows the derivation

`rowSum_expand` writes R(n) as four powers of iⁿ. `rowSum_eq` reduces n modulo 4 and evaluates the four cases, where the derivation by hand used the geometric series.

In `fccSum_eq`, the step `factor` is the even-site projection. The three phases are replaced by free variables, the sums are expanded, and `ring` compares the resulting polynomials. `split_ifs` then runs through the residue conditions, with `omega` discarding the contradictory combinations. `I_zpow_two` supplies i² = −1 for the shift by two.

`magneticSum_eq_shift` works site by site: `e2` turns the spin sign into a plane wave, and `e1` collects the exponents. `magneticSum_eq` then translates the residues.

In `triad_average`, `hs` and `hz` express the vanishing spin sum. The expansion of q takes a different route from the one above. The matrix `A` has rows mᵢ + n, and `C` has columns (2/3)(mⱼ + cn) with c = 1/(2 n·n). The triad conditions give `A * C = 1`. For square matrices this implies `C * A = 1`, and inserting that product between two copies of q yields

q·q = (2/3) Σᵢ (aᵢ + c q·n)(aᵢ + q·n)

Because the aᵢ add to zero, this is the formula for a₀² + a₁² + a₂² found above. The final `linear_combination` assembles the average.

`reflection_11m3` inserts the dot products −1, 11 and 3. `spinTriad_witness` checks the integer numerators by `decide` and then restores the normalisation by √6.
